# The Kramers transmission factor: growth rate on a parabolic barrier and its decrease with friction

The transmission factor is defined here by a closed formula, and the motion on the barrier is a separate condition on position and velocity; part (d) connects the two. The model has one coordinate $q$ with velocity $v$, a parabolic barrier of frequency $\omega$, and friction $\gamma$ without memory. Within this model, the factor $\kappa$ is the number by which Kramers' theory multiplies the transition-state rate at moderate to strong friction, as in rate estimates for reactions in solution. The rate itself, which needs thermal noise and a population in the well, is not derived below.

```lean
import Mathlib

open Filter Topology

namespace KramersTransmission

noncomputable section
```

With the dimensionless friction $g=\gamma/\omega$, the definition is

$$\kappa(g)=\sqrt{1+\frac{g^2}{4}}-\frac g2 .$$

In Lean, `kramersFactor` takes any real `g`, including negative values, which would describe driving instead of damping.

```lean
/-- The Kramers transmission factor as a function of the scaled friction `g = γ / ω`. -/
def kramersFactor (g : ℝ) : ℝ := √(1 + g ^ 2 / 4) - g / 2
```

The equations of motion are $q'=v$ and $v'=\omega^2q-\gamma v$, with the mass divided out. The term $\omega^2 q$ pushes the particle away from the barrier top at $q=0$. `IsBarrierTrajectory` requires both derivatives, through `HasDerivAt`, at every real time `t`.

```lean
/-- Position `q` and velocity `v` follow the noise-free damped motion on a parabolic barrier
of frequency `ω` with friction `γ`: `q' = v` and `v' = ω² q - γ v`. -/
def IsBarrierTrajectory (ω γ : ℝ) (q v : ℝ → ℝ) : Prop :=
  ∀ t, HasDerivAt q (v t) t ∧ HasDerivAt v (ω ^ 2 * q t - γ * v t) t
```

## (a) Two positive quantities

Show that, for every real $g$,

$$\kappa(g)>0,\qquad \kappa(g)+g>0 .$$

Since $1+g^2/4>g^2/4$, the square root $S=\sqrt{1+g^2/4}$ exceeds $|g|/2$. It therefore exceeds both $g/2$ and $-g/2$. The first gives $\kappa=S-g/2>0$, the second $\kappa+g=S+g/2>0$.

The two inequalities for $S$ are `h1` and `h2`; `linarith` then rearranges them.

```lean
/-- The transmission factor and its sum with the scaled friction are both positive. -/
theorem kramersFactor_pos (g : ℝ) : 0 < kramersFactor g ∧ 0 < kramersFactor g + g := by
  -- the square root exceeds both g/2 and -g/2
  have h1 : g / 2 < √(1 + g ^ 2 / 4) := Real.lt_sqrt_of_sq_lt (by nlinarith)
  have h2 : -(g / 2) < √(1 + g ^ 2 / 4) := Real.lt_sqrt_of_sq_lt (by nlinarith)
  unfold kramersFactor
  constructor <;> linarith
```

## (b) The quadratic equation

Show that $\kappa=\kappa(g)$ satisfies

$$\kappa^2+g\kappa=1 .$$

By definition $\kappa+g/2=S$. Squaring gives $\kappa^2+g\kappa+g^2/4=1+g^2/4$, and $g^2/4$ cancels. In the code, `h` states that $S^2=1+g^2/4$, and `linear_combination h` does the remaining algebra.

Written as $\kappa(\kappa+g)=1$, the equation gives $\kappa=1/(S+g/2)$, which is useful in numerical work. At $g=10^9$ in double precision, the 1 under the root is lost and the original formula returns 0, whereas the quotient returns the correct $10^{-9}$ to working accuracy.

```lean
/-- The transmission factor solves the quadratic equation `x² + g x = 1`. -/
theorem kramersFactor_quadratic (g : ℝ) :
    kramersFactor g ^ 2 + g * kramersFactor g = 1 := by
  have h := Real.sq_sqrt (show (0 : ℝ) ≤ 1 + g ^ 2 / 4 by positivity)
  unfold kramersFactor
  linear_combination h
```

## (c) Only one positive root

Show that, for real $g$ and $x$,

$$x>0\ \text{ and }\ x^2+gx=1\quad\Longleftrightarrow\quad x=\kappa(g).$$

From right to left, this is (a) and (b). From left to right, subtract the equation for $\kappa$ from the one for $x$ and factorise:

$$(x-\kappa)(x+\kappa+g)=0 .$$

The second factor is positive, because $x>0$ and $\kappa+g>0$. Hence $x=\kappa$. The proof obtains the same product as `hprod` and splits it into two cases; `linarith` closes the first directly and the second by contradiction.

Some condition must exclude the negative root: at $g=0$, both $x=1$ and $x=-1$ solve the equation.

```lean
/-- A number is a positive root of `x² + g x = 1` exactly when it is the transmission factor. -/
theorem positive_root_iff (g x : ℝ) :
    (0 < x ∧ x ^ 2 + g * x = 1) ↔ x = kramersFactor g := by
  have hq := kramersFactor_quadratic g
  obtain ⟨hk, hkg⟩ := kramersFactor_pos g
  constructor
  · rintro ⟨hx, h⟩
    -- the difference of the two equations factorises
    have hprod : (x - kramersFactor g) * (x + (kramersFactor g + g)) = 0 := by
      linear_combination h - hq
    rcases mul_eq_zero.mp hprod with h0 | h0
    · linarith
    · linarith
  · rintro rfl
    exact ⟨hk, hq⟩
```

## (d) The growing exponential

Let $\omega>0$. Show that $q=e^{rt}$, $v=re^{rt}$ is a trajectory with $r>0$ exactly when

$$r=\omega\,\kappa(\gamma/\omega).$$

The first equation of motion holds for every $r$. The second reads $r^2e^{rt}=(\omega^2-\gamma r)e^{rt}$, which is equivalent to

$$r^2+\gamma r=\omega^2 .$$

Division by $\omega^2$ turns this into $(r/\omega)^2+(\gamma/\omega)(r/\omega)=1$. Since $r/\omega>0$, part (c) gives $r/\omega=\kappa(\gamma/\omega)$. Conversely, this value of $r$ is positive and satisfies the equation, so the exponential is a trajectory.

In Lean, `hexp` supplies the derivative of the exponential. The forward direction compares two derivatives of $v$ at time zero, which must agree because derivatives are unique. The reverse direction multiplies `hchar`, the equation for $r$, by $e^{rt}$.

Requiring only $\omega\neq0$ would not suffice: for $\omega=-1$ and $\gamma=0$ the growing exponential has $r=1$, but the formula gives $-1$.

In a calculation, $\omega$ comes from the curvature of the potential at the barrier top and the effective mass. With $\omega=10\ \mathrm{ps}^{-1}$ and $\gamma=15\ \mathrm{ps}^{-1}$, one has $g=1.5$ and $\kappa=1.25-0.75=0.5$. The growth rate is $5\ \mathrm{ps}^{-1}$, and the transition-state rate is multiplied by one half.

```lean
/-- On a barrier of frequency `ω > 0`, the exponential `exp (r t)` is a growing trajectory
exactly when its rate is `r = ω κ(γ / ω)`. -/
theorem growing_mode_iff {ω : ℝ} (hω : 0 < ω) (γ r : ℝ) :
    (0 < r ∧ IsBarrierTrajectory ω γ (fun t => Real.exp (r * t))
      (fun t => r * Real.exp (r * t))) ↔ r = ω * kramersFactor (γ / ω) := by
  have hexp : ∀ t, HasDerivAt (fun s => Real.exp (r * s)) (r * Real.exp (r * t)) t := by
    intro t
    have h : HasDerivAt (fun s : ℝ => r * s) r t :=
      ((hasDerivAt_id' t).const_mul r).congr_deriv (mul_one r)
    exact h.exp.congr_deriv (mul_comm _ _)
  constructor
  · rintro ⟨hr, h⟩
    -- compare the two expressions for the acceleration at time zero
    have h0 := ((hexp 0).const_mul r).unique (h 0).2
    simp only [mul_zero, Real.exp_zero, mul_one] at h0
    have hroot : (r / ω) ^ 2 + γ / ω * (r / ω) = 1 := by
      field_simp
      linear_combination h0
    have hk := (positive_root_iff (γ / ω) (r / ω)).1 ⟨div_pos hr hω, hroot⟩
    rw [← hk]
    field_simp
  · intro hr
    have hchar : r ^ 2 + γ * r = ω ^ 2 := by
      have hq := kramersFactor_quadratic (γ / ω)
      have hγ : γ / ω * ω = γ := div_mul_cancel₀ γ hω.ne'
      rw [hr]
      generalize γ / ω = g at hq hγ ⊢
      linear_combination ω ^ 2 * hq - ω * kramersFactor g * hγ
    refine ⟨?_, fun t => ⟨hexp t, ((hexp t).const_mul r).congr_deriv ?_⟩⟩
    · rw [hr]
      exact mul_pos hω (kramersFactor_pos _).1
    · linear_combination Real.exp (r * t) * hchar
```

## (e) More friction, smaller factor

Show that, for all real $a$ and $b$,

$$a<b\quad\Longrightarrow\quad \kappa(b)<\kappa(a).$$

Suppose instead that $\kappa(a)\le\kappa(b)$. Then $\kappa(a)+a<\kappa(b)+b$, and by (a) and (b)

$$1=\kappa(a)\bigl(\kappa(a)+a\bigr)<\kappa(a)\bigl(\kappa(b)+b\bigr)\le\kappa(b)\bigl(\kappa(b)+b\bigr)=1,$$

a contradiction. The strict step is `h2` and the weak one is `h1`; `nlinarith` combines them with the two quadratic equations. `StrictAnti` is Mathlib's word for strictly decreasing, here on the whole real line.

```lean
/-- The transmission factor strictly decreases as the scaled friction grows. -/
theorem kramersFactor_strictAnti : StrictAnti kramersFactor := by
  intro a b hab
  by_contra hcon
  have hle : kramersFactor a ≤ kramersFactor b := not_lt.mp hcon
  have ha := kramersFactor_quadratic a
  have hb := kramersFactor_quadratic b
  -- otherwise the product κ (κ + g) = 1 would be larger at b than at a
  have h1 := mul_nonneg (sub_nonneg.mpr hle) (kramersFactor_pos b).2.le
  have h2 : 0 < kramersFactor a * ((kramersFactor b - kramersFactor a) + (b - a)) :=
    mul_pos (kramersFactor_pos a).1 (by linarith)
  nlinarith
```

## (f) Two upper bounds

Show that, for $g>0$,

$$\kappa(g)<\min(1,1/g).$$

Both $\kappa^2$ and $g\kappa$ are positive and their sum is 1, so each is less than 1. From $\kappa^2<1$ and $\kappa>0$ follows $\kappa<1$; from $g\kappa<1$ follows $\kappa<1/g$. The proof splits the minimum with `lt_min` and treats the two bounds in this order.

The condition $g\ge0$ would be too weak, since $\kappa(0)=1$ is not below 1.

```lean
/-- For positive friction the transmission factor lies below both `1` and `1 / g`. -/
theorem kramersFactor_lt_min {g : ℝ} (hg : 0 < g) : kramersFactor g < min 1 (1 / g) := by
  have hk := (kramersFactor_pos g).1
  have hq := kramersFactor_quadratic g
  have hgk := mul_pos hg hk
  refine lt_min (by nlinarith) ?_
  rw [lt_div_iff₀ hg]
  nlinarith [pow_pos hk 2]
```

## (g) How close the product comes to one

Show that, for $g>0$,

$$1-\frac1{g^2}<g\,\kappa(g)<1 .$$

The quadratic equation gives $g\kappa=1-\kappa^2$. By (a) and (f), $0<\kappa<1/g$, hence $0<\kappa^2<1/g^2$, and both bounds follow. The code squares the inequality in `hsq` and finishes with `linarith`.

For $g=10$, replacing $\kappa$ by $1/g$ therefore overestimates $g\kappa$ by less than $0.01$.

```lean
/-- For positive scaled friction, `g κ(g)` lies below `1` by less than `1 / g²`. -/
theorem overdamped_bounds {g : ℝ} (hg : 0 < g) :
    1 - 1 / g ^ 2 < g * kramersFactor g ∧ g * kramersFactor g < 1 := by
  have hk := (kramersFactor_pos g).1
  have hq := kramersFactor_quadratic g
  have hlt : kramersFactor g < 1 / g := (kramersFactor_lt_min hg).trans_le (min_le_right _ _)
  have hsq : kramersFactor g ^ 2 < (1 / g) ^ 2 := pow_lt_pow_left₀ hlt hk.le two_ne_zero
  have he : (1 / g) ^ 2 = 1 / g ^ 2 := by ring
  rw [he] at hsq
  exact ⟨by linarith, by linarith [pow_pos hk 2]⟩
```

## (h) The limit of strong friction

Show that

$$\lim_{g\to\infty} g\,\kappa(g)=1 .$$

In (g), the lower bound $1-1/g^2$ tends to 1 and the upper bound is 1, so the product between them tends to 1 as well. In Lean, `atTop` stands for $g\to\infty$ and `𝓝 1` for the neighbourhoods of 1. The bounds require $g>0$, which holds for all sufficiently large $g$; `filter_upwards` uses exactly this.

```lean
/-- In the limit of strong friction, `g κ(g)` tends to `1`. -/
theorem overdamped_limit : Tendsto (fun g => g * kramersFactor g) atTop (𝓝 1) := by
  have hinv : Tendsto (fun g : ℝ => (g ^ 2)⁻¹) atTop (𝓝 0) :=
    tendsto_inv_atTop_zero.comp (tendsto_pow_atTop two_ne_zero)
  have hlow : Tendsto (fun g : ℝ => 1 - 1 / g ^ 2) atTop (𝓝 1) := by
    simpa using hinv.const_sub 1
  refine tendsto_of_tendsto_of_tendsto_of_le_of_le' hlow tendsto_const_nhds ?_ ?_
  · filter_upwards [eventually_gt_atTop (0 : ℝ)] with g hg using (overdamped_bounds hg).1.le
  · filter_upwards [eventually_gt_atTop (0 : ℝ)] with g hg using (overdamped_bounds hg).2.le
```

## (i) The growth rate in physical units

For fixed $\omega>0$, show that

$$\lim_{\gamma\to\infty}\gamma\,\bigl(\omega\,\kappa(\gamma/\omega)\bigr)=\omega^2 .$$

Put $g=\gamma/\omega$. Then $\gamma\omega\kappa(g)=\omega^2\,g\kappa(g)$, and $g\to\infty$ as $\gamma\to\infty$ because $\omega>0$. Part (h) gives the limit. The proof composes that limit with division by $\omega$, multiplies it by $\omega^2$, and identifies the two expressions with `field_simp`.

By (d), the quantity in parentheses is the rate of the growing exponential. At strong friction it is thus close to $\omega^2/\gamma$, the value obtained by neglecting the acceleration and setting $\gamma v=\omega^2q$.

```lean
/-- At fixed barrier frequency `ω > 0`, the friction times the growth rate `ω κ(γ / ω)`
tends to `ω²` as the friction grows. -/
theorem overdamped_growth_rate {ω : ℝ} (hω : 0 < ω) :
    Tendsto (fun γ => γ * (ω * kramersFactor (γ / ω))) atTop (𝓝 (ω ^ 2)) := by
  have h := (overdamped_limit.comp (tendsto_id.atTop_div_const hω)).const_mul (ω ^ 2)
  rw [mul_one] at h
  refine h.congr (fun γ => ?_)
  simp only [Function.comp_apply, id_eq]
  generalize kramersFactor (γ / ω) = k
  field_simp
```

## (j) The properties of the factor together

Collect the results on $\kappa$: for every $g>0$ it is the unique positive root and obeys the bound

$$x^2+gx=1,\ x>0\iff x=\kappa(g),\qquad \kappa(g)<\min(1,1/g);$$

moreover, $\kappa$ is strictly decreasing and $g\kappa(g)\to1$ as $g\to\infty$.

These are parts (c), (f), (e) and (h), and the proof term assembles them in that order. The equivalence contains both facts about the root: $\kappa(g)$ is a positive solution, and every positive solution equals it. The restriction $g>0$ applies to the root statement and the bound, while the monotonicity is stated for all real arguments. The dynamical results (d) and (i) remain separate theorems.

```lean
/-- For positive scaled friction `g` the Kramers factor is the unique positive root of
`x² + g x = 1` and lies below `min 1 (1 / g)`; it strictly decreases with `g`, and `g κ(g)`
tends to `1` as `g` grows. -/
theorem kramers_transmission_factor :
    (∀ g > 0, (∀ x, (0 < x ∧ x ^ 2 + g * x = 1) ↔ x = kramersFactor g) ∧
      kramersFactor g < min 1 (1 / g)) ∧
    StrictAnti kramersFactor ∧
    Tendsto (fun g => g * kramersFactor g) atTop (𝓝 1) :=
  ⟨fun g hg => ⟨positive_root_iff g, kramersFactor_lt_min hg⟩,
    kramersFactor_strictAnti, overdamped_limit⟩

end

end KramersTransmission
```

```lean
#print axioms KramersTransmission.growing_mode_iff
-- 'KramersTransmission.growing_mode_iff' depends on axioms: [propext, Classical.choice, Quot.sound]
#print axioms KramersTransmission.overdamped_growth_rate
-- 'KramersTransmission.overdamped_growth_rate' depends on axioms: [propext, Classical.choice, Quot.sound]
#print axioms KramersTransmission.kramers_transmission_factor
-- 'KramersTransmission.kramers_transmission_factor' depends on axioms: [propext, Classical.choice, Quot.sound]
```
